# A fixed contact attraction with equal matrix elements on nonnegative levels: the ground energy collapses exactly when Σ 1/(e_k + 1) diverges

Suppose a particle with given levels feels a contact attraction of fixed strength whose matrix elements are all equal, and its Hamiltonian is diagonalised in larger and larger bases. Every truncated matrix has a finite lowest eigenvalue, and successive values can lie so close together that they look converged. For the levels 0, 1, 2, … and coupling 0.1, the lowest eigenvalue stays above −1 until the basis holds more than twelve thousand states, and yet it goes on to fall below every bound. The numbers alone do not distinguish this drift from slow convergence. A condition on the levels does.

Let e_k ≥ 0, for k = 0, 1, 2, …, be the level energies in some fixed unit, and let g > 0 be the strength of the attraction. In the first n states the Hamiltonian is

H_n = diag(e_0, …, e_{n−1}) − g J,

where J is the n × n matrix with every entry 1. This form stands for an attraction at a single point at which all basis functions have the same amplitude, with the square of that amplitude absorbed into g. Write E_n for the lowest eigenvalue of H_n when n ≥ 1. The claim is that E_n → −∞ if and only if Σ 1/(e_k + 1) diverges. If the series converges, one lower bound holds for all n ≥ 1.

For this model, with one particle and equal couplings, a larger basis at fixed g therefore brings the ground energy no closer to a limit when the series diverges.

## The secular equation and its threshold

For κ > 0 define the loop sum

L_n(κ) = Σ_{k<n} 1/(e_k + κ).

Let v be an eigenvector with eigenvalue −κ, and put S = Σ_j v_j. The component equations e_k v_k − g S = −κ v_k give

v_k = g S/(e_k + κ).

If S were zero, every v_k would vanish, so S ≠ 0. Summing over k gives S = g S L_n(κ), and hence

g L_n(κ) = 1.

Conversely, if this equation holds, take v_k = 1/(e_k + κ). Then S = L_n(κ), so (e_k + κ) v_k = 1 = g S, and v is an eigenvector. Its normalised components are

v_k = [1/(e_k + κ)] / √(Σ_{j<n} 1/(e_j + κ)²).

Now let n ≥ 1. The secular equation yields a threshold:

E_n ≤ −κ if and only if g L_n(κ) ≥ 1.

If E_n ≤ −κ, then g L_n(−E_n) = 1. Since L_n decreases and κ ≤ −E_n, it follows that g L_n(κ) ≥ 1. For the other direction, each term of the loop sum is at most 1/κ, so L_n(κ) ≤ n/κ. Applied at κ + g n, this gives

g L_n(κ + g n) ≤ g n/(κ + g n) ≤ 1.

If g L_n(κ) ≥ 1, continuity provides a μ between κ and κ + g n with g L_n(μ) = 1. Then −μ is an eigenvalue, and E_n ≤ −μ ≤ −κ.

## Divergent and convergent level sums

Suppose first that the series diverges, and take any κ ≥ 1. Since κ(e_k + 1) − (e_k + κ) = (κ − 1) e_k ≥ 0,

L_n(κ) ≥ L_n(1)/κ.

The partial sums L_n(1) grow without bound, so L_n(1) ≥ κ/g for all large n. Then g L_n(κ) ≥ 1 and E_n ≤ −κ. As κ was arbitrary, E_n → −∞.

Suppose now that the series converges. Choose N such that the terms with k ≥ N sum to less than 1/(2g), and set κ = 1 + 2gN. The first N levels contribute at most

g N/(1 + 2gN) < 1/2

to g L_n(κ). The remaining levels contribute less than 1/2, because κ ≥ 1 makes each term at most 1/(e_k + 1). Hence g L_n(κ) < 1 for every n, and E_n > −κ for every n ≥ 1.

For e_k = k the series is the harmonic series, so the equally spaced ladder collapses.

## Hamiltonian, ground energy and loop sum in Lean

The levels are a function `e : ℕ → ℝ`, and the basis states are indexed by `Fin n`, which counts from 0 as above.

```lean
import Mathlib

open Filter Matrix

namespace ContactCutoffCollapse

noncomputable section

/-- The Hamiltonian in the first `n` basis states: the diagonal matrix of level energies `e k` plus
a contact term whose matrix elements, diagonal ones included, all equal `-g`. The contact term is an
attraction when `g > 0`. -/
def hamiltonian (e : ℕ → ℝ) (g : ℝ) (n : ℕ) : Matrix (Fin n) (Fin n) ℝ :=
  Matrix.diagonal (fun k : Fin n => e k) - g • Matrix.of (fun _ _ => (1 : ℝ))
```

The Hamiltonian is a real matrix, with the attraction carried by the explicit minus sign. Its ground energy is defined as an infimum over the real spectrum.

```lean
/-- The ground energy in the first `n` basis states, for `n > 0`: the infimum of the spectrum. -/
def groundEnergy (e : ℕ → ℝ) (g : ℝ) (n : ℕ) : ℝ :=
  sInf (spectrum ℝ (hamiltonian e g n))
```

For `n = 0` the spectrum is empty and Lean's infimum is 0, a single value that has no effect on the limit.

```lean
/-- The loop sum `∑ 1 / (e k + κ)` over the first `n` levels, for `e k + κ ≠ 0`. -/
def loopSum (e : ℕ → ℝ) (n : ℕ) (κ : ℝ) : ℝ :=
  ∑ k ∈ Finset.range n, 1 / (e k + κ)
```

`loopSum e n κ` is L_n(κ).

## The ground energy as an attained eigenvalue

An infimum need not be attained, so the first theorem shows that `groundEnergy` is the least eigenvalue in every nonempty basis. The matrix is Hermitian, so its spectrum is the range of its finite list of eigenvalues, and a finite nonempty set contains its infimum.

```lean
variable {e : ℕ → ℝ} {g κ : ℝ} {n : ℕ}

/-- In a nonempty basis the ground energy is an eigenvalue, and no eigenvalue lies below it. -/
theorem groundEnergy_isLeast (e : ℕ → ℝ) (g : ℝ) (hn : 0 < n) :
    IsLeast (spectrum ℝ (hamiltonian e g n)) (groundEnergy e g n) := by
  have hH : (hamiltonian e g n).IsHermitian := by
    refine Matrix.IsHermitian.ext fun i j => ?_
    by_cases h : i = j
    · subst h
      simp [hamiltonian]
    · simp [hamiltonian, Matrix.diagonal_apply_ne _ h, Matrix.diagonal_apply_ne _ (Ne.symm h)]
  have : Nonempty (Fin n) := ⟨⟨0, hn⟩⟩
  have hs := hH.spectrum_real_eq_range_eigenvalues
  have hf : (spectrum ℝ (hamiltonian e g n)).Finite := by
    rw [hs]; exact Set.finite_range _
  have hne : (spectrum ℝ (hamiltonian e g n)).Nonempty := by
    rw [hs]; exact Set.range_nonempty _
  exact ⟨hne.csInf_mem hf, fun E hE => csInf_le hf.bddBelow hE⟩
```

The next theorem turns membership in the spectrum into the component equation. E belongs to the spectrum when E − H_n is not invertible, that is, when its determinant vanishes, which happens exactly when some nonzero vector is sent to zero. The rest of the proof computes the k-th component of that product.

```lean
/-- `E` is in the spectrum exactly when the Schrödinger equation, written in components,
has a nonzero solution. -/
theorem mem_spectrum_iff (e : ℕ → ℝ) (g E : ℝ) (n : ℕ) :
    E ∈ spectrum ℝ (hamiltonian e g n) ↔
      ∃ v : Fin n → ℝ, v ≠ 0 ∧ ∀ k : Fin n, e k * v k - g * ∑ j, v j = E * v k := by
  rw [spectrum.mem_iff, Matrix.isUnit_iff_isUnit_det, isUnit_iff_ne_zero, not_not,
    ← Matrix.exists_mulVec_eq_zero_iff]
  refine exists_congr fun v => and_congr_right fun _ => ?_
  rw [funext_iff]
  refine forall_congr' fun k => ?_
  have hone : ((Matrix.of (fun _ _ => (1 : ℝ)) : Matrix (Fin n) (Fin n) ℝ) *ᵥ v) k
      = ∑ j, v j := by
    simp [Matrix.mulVec, dotProduct]
  have hk : ((algebraMap ℝ (Matrix (Fin n) (Fin n) ℝ) E - hamiltonian e g n) *ᵥ v) k
      = E * v k - (e k * v k - g * ∑ j, v j) := by
    rw [Algebra.algebraMap_eq_smul_one, hamiltonian, Matrix.sub_mulVec, Matrix.sub_mulVec,
      Matrix.smul_mulVec, Matrix.smul_mulVec, Matrix.one_mulVec]
    simp only [Pi.sub_apply, Pi.smul_apply, smul_eq_mul, Matrix.mulVec_diagonal, hone]
  rw [hk, Pi.zero_apply]
  constructor <;> intro h <;> linarith
```

## The secular equation and the threshold in Lean

In the forward direction `hk` is the formula for v_k, `hS` says that S ≠ 0, and `hsum` is the summed equation, from which S is cancelled. The reverse direction supplies the unnormalised vector 1/(e_k + κ). The sign of g plays no part here.

```lean
/-- Secular equation: for nonnegative levels and `κ > 0`, the energy `-κ` is an eigenvalue
exactly when the coupling times the loop sum equals one. -/
theorem secular_equation (he : ∀ k, 0 ≤ e k) (hκ : 0 < κ) :
    -κ ∈ spectrum ℝ (hamiltonian e g n) ↔ g * loopSum e n κ = 1 := by
  have hpos : ∀ k, 0 < e k + κ := fun k => by linarith [he k]
  rw [mem_spectrum_iff, loopSum, Finset.sum_range]
  constructor
  · rintro ⟨v, hv, h⟩
    -- each amplitude is fixed by the total amplitude
    have hk : ∀ k : Fin n, v k = g * (∑ j, v j) * (1 / (e k + κ)) := fun k => by
      rw [mul_one_div, eq_div_iff (hpos k).ne']
      linear_combination h k
    have hS : ∑ j, v j ≠ 0 := fun h0 => hv (funext fun k => by rw [hk k, h0]; simp)
    have hsum : ∑ j, v j = g * (∑ j, v j) * ∑ k : Fin n, 1 / (e k + κ) :=
      (Finset.sum_congr rfl fun k _ => hk k).trans (Finset.mul_sum _ _ _).symm
    apply mul_left_cancel₀ hS
    linear_combination -hsum
  · intro h
    refine ⟨fun k => 1 / (e k + κ), fun h0 => ?_, fun k => ?_⟩
    · have hz : ∀ k : Fin n, 1 / (e k + κ) = 0 := fun k => congrFun h0 k
      rw [Finset.sum_eq_zero fun k _ => hz k] at h
      simp at h
    · have h1 : (e k + κ) * (1 / (e k + κ)) = 1 := mul_one_div_cancel (hpos k).ne'
      linear_combination h1 - h
```

The bound L_n(κ) ≤ n/κ compares the sum term by term with a constant.

```lean
/-- For nonnegative levels and `κ > 0`, the loop sum over `n` levels is at most `n / κ`. -/
theorem loopSum_le (he : ∀ k, 0 ≤ e k) (hκ : 0 < κ) (n : ℕ) : loopSum e n κ ≤ n / κ := by
  have h : loopSum e n κ ≤ ∑ _k ∈ Finset.range n, 1 / κ :=
    Finset.sum_le_sum fun k _ => one_div_le_one_div_of_le hκ (by linarith [he k])
  rwa [Finset.sum_const, Finset.card_range, nsmul_eq_mul, mul_one_div] at h
```

In the threshold theorem, `hmono` expresses that the loop sum decreases with the binding energy. For the converse, `hend` is the estimate at κ + g n, `hc` is continuity, and `intermediate_value_Icc'` produces the root μ.

```lean
/-- For nonnegative levels, an attraction `g > 0` and a nonempty basis, the ground energy lies at
or below `-κ < 0` exactly when the coupling times the loop sum at `κ` is at least one. -/
theorem groundEnergy_le_iff (he : ∀ k, 0 ≤ e k) (hg : 0 < g) (hn : 0 < n) (hκ : 0 < κ) :
    groundEnergy e g n ≤ -κ ↔ 1 ≤ g * loopSum e n κ := by
  have hleast := groundEnergy_isLeast e g hn
  constructor
  · intro h
    have hs : g * loopSum e n (-groundEnergy e g n) = 1 :=
      (secular_equation he (by linarith)).mp (by rw [neg_neg]; exact hleast.1)
    -- the loop sum decreases with the binding energy
    have hmono : loopSum e n (-groundEnergy e g n) ≤ loopSum e n κ :=
      Finset.sum_le_sum fun k _ =>
        one_div_le_one_div_of_le (by linarith [he k]) (by linarith)
    linarith [mul_le_mul_of_nonneg_left hmono hg.le]
  · intro h
    -- the secular equation has a root between κ and κ + g n
    have hgn : 0 ≤ g * n := by positivity
    have hK : 0 < κ + g * n := by linarith
    have hend : g * loopSum e n (κ + g * n) ≤ 1 := by
      refine (mul_le_mul_of_nonneg_left (loopSum_le he hK n) hg.le).trans ?_
      rw [← mul_div_assoc, div_le_one hK]
      linarith
    have hc : ContinuousOn (fun x => g * loopSum e n x) (Set.Icc κ (κ + g * n)) := by
      unfold loopSum
      refine continuousOn_const.mul (continuousOn_finsetSum _ fun k _ => ?_)
      exact continuousOn_const.div (continuousOn_const.add continuousOn_id)
        fun x hx => (show 0 < e k + x by linarith [he k, hx.1]).ne'
    obtain ⟨μ, hμ, hroot⟩ := intermediate_value_Icc' (by linarith) hc ⟨hend, h⟩
    have hmem := (secular_equation he (by linarith [hμ.1])).mpr hroot
    linarith [hleast.2 hmem, hμ.1]
```

## One lower bound for all bases

`Summable` expresses convergence of the series, and `∑'` is its sum. The number `N` is chosen so that the partial sum comes within 1/(2g) of the total. The proof then assumes that some ground energy lies at or below −κ and contradicts the threshold theorem. `hsplit` separates head from tail, after enlarging the sum to N + n levels so that the case n < N needs no separate treatment. `hhead` and `hrest` are the two bounds by 1/2.

```lean
/-- If the levels are nonnegative and `∑ 1 / (e k + 1)` converges, then for each `g > 0` the
ground energies in all nonempty bases share one lower bound. -/
theorem bounded_of_summable (he : ∀ k, 0 ≤ e k) (hg : 0 < g)
    (hf : Summable fun k => 1 / (e k + 1)) :
    ∃ κ : ℝ, 0 < κ ∧ ∀ n, 0 < n → -κ < groundEnergy e g n := by
  have hf0 : ∀ k, 0 ≤ 1 / (e k + 1) := fun k => one_div_nonneg.2 (by linarith [he k])
  have hlt : (∑' k, 1 / (e k + 1)) - 1 / (2 * g) < ∑' k, 1 / (e k + 1) :=
    sub_lt_self _ (by positivity)
  obtain ⟨N, hN⟩ := (hf.hasSum.tendsto_sum_nat.eventually (lt_mem_nhds hlt)).exists
  have hgN : 0 ≤ g * N := by positivity
  have hκ : 0 < 1 + 2 * (g * N) := by linarith
  refine ⟨1 + 2 * (g * N), hκ, fun n hn => ?_⟩
  by_contra hcon
  have h1 := (groundEnergy_le_iff he hg hn hκ).1 (not_lt.1 hcon)
  -- the first N levels are suppressed by κ, the others by convergence
  have hsplit : loopSum e n (1 + 2 * (g * N)) ≤ loopSum e N (1 + 2 * (g * N))
      + ∑ i ∈ Finset.range n, 1 / (e (N + i) + 1) := by
    have hmono : loopSum e n (1 + 2 * (g * N)) ≤ loopSum e (N + n) (1 + 2 * (g * N)) :=
      Finset.sum_le_sum_of_subset_of_nonneg (Finset.range_subset_range.2 (by omega))
        fun k _ _ => one_div_nonneg.2 (by linarith [he k])
    refine hmono.trans ?_
    unfold loopSum
    rw [Finset.sum_range_add]
    gcongr with i _
    · linarith [he (N + i)]
    · linarith
  have htail := hf.sum_le_tsum (Finset.range (N + n)) fun k _ => hf0 k
  rw [Finset.sum_range_add] at htail
  have hhead : g * loopSum e N (1 + 2 * (g * N)) < 1 / 2 := by
    refine (mul_le_mul_of_nonneg_left (loopSum_le he hκ N) hg.le).trans_lt ?_
    rw [← mul_div_assoc, div_lt_iff₀ hκ]
    linarith
  have hrest : g * ∑ i ∈ Finset.range n, 1 / (e (N + i) + 1) < g * (1 / (2 * g)) :=
    mul_lt_mul_of_pos_left (by linarith) hg
  have hhalf : g * (1 / (2 * g)) = 1 / 2 := by field_simp
  linarith [mul_le_mul_of_nonneg_left hsplit hg.le]
```

The theorem gives a common lower bound; it does not state that the energies converge, nor does it construct a Hamiltonian in infinite dimension.

## The collapse criterion

`Tendsto (groundEnergy e g) atTop atBot` says that for every real b the ground energy is at most b for all sufficiently large n. If this held for a convergent series, it would violate the common lower bound. For a divergent series, the proof picks κ with κ ≥ 1 and κ ≥ −b, and waits until the partial sum reaches κ/g. `hle` is the inequality L_n(κ) ≥ L_n(1)/κ, and `hone` brings the threshold condition into the form that `groundEnergy_le_iff` needs.

```lean
/-- Collapse criterion: for nonnegative levels and a fixed attraction `g > 0`, the ground energy
tends to minus infinity with growing basis exactly when `∑ 1 / (e k + 1)` diverges. -/
theorem collapse_iff (he : ∀ k, 0 ≤ e k) (hg : 0 < g) :
    Tendsto (groundEnergy e g) atTop atBot ↔ ¬ Summable fun k => 1 / (e k + 1) := by
  constructor
  · intro ht hf
    obtain ⟨κ, _, hb⟩ := bounded_of_summable he hg hf
    obtain ⟨n, hn, hn0⟩ := ((ht.eventually_le_atBot (-κ)).and (eventually_gt_atTop 0)).exists
    exact absurd hn (not_le_of_gt (hb n hn0))
  · intro h
    have hdiv := (not_summable_iff_tendsto_nat_atTop_of_nonneg
      fun k => one_div_nonneg.2 (by linarith [he k])).1 h
    refine tendsto_atBot.2 fun b => ?_
    obtain ⟨κ, hκ1, hκb⟩ : ∃ κ : ℝ, 1 ≤ κ ∧ -b ≤ κ :=
      ⟨max 1 (-b), le_max_left _ _, le_max_right _ _⟩
    have hκ : 0 < κ := by linarith
    filter_upwards [hdiv.eventually_ge_atTop (κ / g), eventually_gt_atTop 0] with n hn hn0
    -- raising the binding energy from 1 to κ costs at most a factor κ
    have hle : 1 / κ * ∑ k ∈ Finset.range n, 1 / (e k + 1) ≤ loopSum e n κ := by
      unfold loopSum
      rw [Finset.mul_sum]
      refine Finset.sum_le_sum fun k _ => ?_
      rw [div_mul_div_comm, one_mul]
      exact one_div_le_one_div_of_le (by linarith [he k])
        (by nlinarith [mul_nonneg (he k) (sub_nonneg.2 hκ1)])
    have hone : 1 ≤ g * (1 / κ * ∑ k ∈ Finset.range n, 1 / (e k + 1)) := by
      rw [div_le_iff₀ hg] at hn
      rw [show g * (1 / κ * ∑ k ∈ Finset.range n, 1 / (e k + 1))
        = (∑ k ∈ Finset.range n, 1 / (e k + 1)) * g / κ by ring, le_div_iff₀ hκ]
      linarith
    have := (groundEnergy_le_iff he hg hn0 hκ).2
      (hone.trans (mul_le_mul_of_nonneg_left hle hg.le))
    linarith
```

The theorem assumes nonnegative levels, and the definition of the Hamiltonian gives all matrix elements of the attraction the same value. A contact interaction whose basis functions have different amplitudes at the point of contact needs a weighted loop sum instead. A contact attraction at the centre of a one-dimensional harmonic oscillator is of this kind: the levels are equally spaced, yet the ground energy stays bounded below. The ladder theorem that follows does not apply to it.

For the ladder, the series Σ 1/(k + 1) is the harmonic series with its index shifted by one. `summable_nat_add_iff` undoes the shift, and Mathlib's theorem on the harmonic series gives the divergence.

```lean
/-- For the equally spaced levels `e k = k`, every fixed contact attraction `g > 0` drives the
ground energy to minus infinity as the basis grows. -/
theorem ladder_collapse (hg : 0 < g) :
    Tendsto (groundEnergy (fun k => (k : ℝ)) g) atTop atBot := by
  refine (collapse_iff (fun k => Nat.cast_nonneg k) hg).2 fun h => ?_
  refine Real.not_summable_one_div_natCast ((summable_nat_add_iff 1).1 ?_)
  simpa only [Nat.cast_add, Nat.cast_one] using h

end

end ContactCutoffCollapse
```

```lean
#print axioms ContactCutoffCollapse.collapse_iff
#print axioms ContactCutoffCollapse.ladder_collapse
```

```
'ContactCutoffCollapse.collapse_iff' depends on axioms: [propext, Classical.choice, Quot.sound]
'ContactCutoffCollapse.ladder_collapse' depends on axioms: [propext, Classical.choice, Quot.sound]
```
